# For |z| < 1, cutting the power series of an amplitude √(1 + z) after N terms changes its squared modulus by at most 2|z|^N/(1 − |z|)²

The declaration `truncation_error` takes a complex number z with |z| < 1 and the sum P of the first N terms of the power series for √(1 + z), and states that |P|² differs from |1 + z| by at most 2|z|^N/(1 − |z|)². In physics, if the full series is read as a complex amplitude, this bounds the error that truncation makes in its squared modulus. Neither amplitude is normalised, so the bound concerns bare squared moduli and not normalised probabilities, and no Hamiltonian or particular system enters. The proof bounds the full sum s and the partial sum P each by 1/(1 − |z|) in modulus, and the remainder s − P by |z|^N/(1 − |z|). It then factors |s|² − |P|² as a difference of squares and multiplies the bounds.

Lean 4 with Mathlib refuses this proof:

```lean
import Mathlib

open Finset Filter Topology
open scoped Real ComplexConjugate

namespace TruncationError

noncomputable section

/-- Taylor coefficients of the square root of `1 + z`, written with Catalan numbers. -/
def rootCoeff : ℕ → ℂ
  | 0 => 1
  | n + 1 => (catalan n : ℂ) * (-1 / 4) ^ n / 2

lemma catalan_weight (n : ℕ) : ‖(catalan n : ℂ) * (-1 / 4) ^ n‖ ≤ 1 := by
  have h1 : catalan n ≤ 4 ^ n := by
    rw [catalan_eq_centralBinom_div]
    refine (Nat.div_le_self _ _).trans ?_
    have h := Nat.choose_le_two_pow (2 * n) n
    rw [pow_mul] at h
    exact h
  have h2 : (catalan n : ℝ) ≤ 4 ^ n := by exact_mod_cast h1
  have h3 : ‖(-1 / 4 : ℂ)‖ = 1 / 4 := by norm_num
  rw [norm_mul, norm_pow, Complex.norm_natCast, h3]
  calc (catalan n : ℝ) * (1 / 4) ^ n ≤ 4 ^ n * (1 / 4) ^ n := by gcongr
    _ = 1 := by rw [← mul_pow]; norm_num

lemma rootTerm_le (z : ℂ) (n : ℕ) : ‖rootCoeff n * z ^ n‖ ≤ ‖z‖ ^ n := by
  have h : ‖rootCoeff n‖ ≤ 1 := by
    cases n with
    | zero => simp [rootCoeff]
    | succ n =>
      have h2 : ‖(2 : ℂ)‖ = 2 := by norm_num
      rw [rootCoeff, norm_div, h2]
      linarith [catalan_weight n]
  rw [norm_mul, norm_pow z n]
  exact mul_le_of_le_one_left (by positivity) h

lemma rootSummable {z : ℂ} (hz : ‖z‖ < 1) : Summable fun n => rootCoeff n * z ^ n :=
  Summable.of_norm_bounded (summable_geometric_of_lt_one (norm_nonneg z) hz) (rootTerm_le z)

/-- Inside the unit disc the series with coefficients `rootCoeff` squares to `1 + z`. -/
theorem root_series_sq {z : ℂ} (hz : ‖z‖ < 1) :
    (∑' n, rootCoeff n * z ^ n) ^ 2 = 1 + z := by
  let f : ℕ → ℂ := fun n => (catalan n : ℂ) * (-1 / 4) ^ n * z ^ n
  have hf : Summable fun n => ‖f n‖ := by
    refine Summable.of_nonneg_of_le (fun _ => norm_nonneg _) (fun n => ?_)
      (summable_geometric_of_lt_one (norm_nonneg z) hz)
    change ‖(catalan n : ℂ) * (-1 / 4) ^ n * z ^ n‖ ≤ ‖z‖ ^ n
    rw [norm_mul, norm_pow z n]
    exact mul_le_of_le_one_left (by positivity) (catalan_weight n)
  -- the Catalan recursion is a quadratic equation for the generating function
  have hrec : ∀ n, f (n + 1) = (-z / 4) * ∑ i ∈ range (n + 1), f i * f (n - i) := by
    intro n
    have hc : catalan (n + 1) = ∑ i ∈ range (n + 1), catalan i * catalan (n - i) :=
      (catalan_succ n).trans
        (Fin.sum_univ_eq_sum_range (fun i => catalan i * catalan (n - i)) (n + 1))
    have h : ∑ i ∈ range (n + 1), f i * f (n - i)
        = (catalan (n + 1) : ℂ) * (-1 / 4) ^ n * z ^ n := by
      rw [hc, Nat.cast_sum, sum_mul, sum_mul]
      refine sum_congr rfl fun i hi => ?_
      have hin : i ≤ n := by have := mem_range.mp hi; omega
      obtain ⟨j, rfl⟩ := Nat.exists_eq_add_of_le hin
      simp only [f, Nat.cast_mul, Nat.add_sub_cancel_left]
      ring
    rw [h]
    simp only [f]
    ring
  have f0 : f 0 = 1 := by simp [f]
  have hS : ∑' n, f n = 1 + (-z / 4) * ((∑' n, f n) * ∑' n, f n) := by
    calc ∑' n, f n = f 0 + ∑' n, f (n + 1) := hf.of_norm.tsum_eq_zero_add
      _ = _ := by
        rw [f0, tsum_congr hrec, tsum_mul_left,
          tsum_mul_tsum_eq_tsum_sum_range_of_summable_norm hf hf]
  have h0 : rootCoeff 0 * z ^ 0 = 1 := by simp [rootCoeff]
  have h1 : ∀ n, rootCoeff (n + 1) * z ^ (n + 1) = z / 2 * f n := by
    intro n
    simp only [rootCoeff, f]
    ring
  rw [(rootSummable hz).tsum_eq_zero_add, h0, tsum_congr h1, tsum_mul_left]
  linear_combination z * hS

/-- For `|z| < 1`, the squared modulus of the square-root series cut after `N` terms differs from
`|1 + z|` by at most `2|z|^N / (1 - |z|)²`. -/
theorem truncation_error (N : ℕ) {z : ℂ} (hz : ‖z‖ < 1) :
    |‖1 + z‖ - ‖∑ m ∈ range N, rootCoeff m * z ^ m‖ ^ 2| ≤ 2 * ‖z‖ ^ N / (1 - ‖z‖) ^ 2 := by
  have hg := hasSum_geometric_of_lt_one (norm_nonneg z) hz
  have hs := tsum_of_norm_bounded hg (rootTerm_le z)
  have hP : ‖∑ m ∈ range N, rootCoeff m * z ^ m‖ ≤ (1 - ‖z‖)⁻¹ :=
    (norm_sum_le_of_le _ fun m _ => rootTerm_le z m).trans
      (sum_le_hasSum _ (fun _ _ => by positivity) hg)
  have hR : ‖∑' n, rootCoeff (n + N) * z ^ (n + N)‖ ≤ ‖z‖ ^ N * (1 - ‖z‖)⁻¹ :=
    tsum_of_norm_bounded (hg.mul_left (‖z‖ ^ N)) fun n =>
      (rootTerm_le z (n + N)).trans_eq (by ring)
  have hsplit := (rootSummable hz).sum_add_tsum_nat_add N
  rw [← root_series_sq hz, norm_pow]
  set s := ∑' n, rootCoeff n * z ^ n
  set P := ∑ m ∈ range N, rootCoeff m * z ^ m
  have hd : ‖s - P‖ ≤ ‖z‖ ^ N * (1 - ‖z‖)⁻¹ := by
    rw [← hsplit, add_sub_cancel_left]
    exact hR
  calc |‖s‖ ^ 2 - ‖P‖ ^ 2| = |‖s‖ - ‖P‖| * (‖s‖ + ‖P‖) := by
        rw [← abs_of_nonneg (add_nonneg (norm_nonneg s) (norm_nonneg P)), ← abs_mul,
          abs_of_nonneg (add_nonneg (norm_nonneg s) (norm_nonneg P))]
        congr 1
        ring
    _ ≤ (‖z‖ ^ N * (1 - ‖z‖)⁻¹) * ((1 - ‖z‖)⁻¹ + (1 - ‖z‖)⁻¹) :=
        mul_le_mul ((abs_norm_sub_norm_le s P).trans hd) (add_le_add hs hP)
          (by positivity) ((norm_nonneg _).trans hd)
    _ = 2 * ‖z‖ ^ N / (1 - ‖z‖) ^ 2 := by
        rw [div_eq_mul_inv, ← inv_pow]
        ring

end

end TruncationError
```

The compiler's answer:

```
Main.lean:104:10: error: Tactic `rewrite` failed: Did not find an occurrence of the pattern
  |‖s‖ + ‖P‖|
in the target expression
  |‖s‖ ^ 2 - ‖P‖ ^ 2| = |(‖s‖ - ‖P‖) * (‖s‖ + ‖P‖)|

N : ℕ
z : ℂ
hz : ‖z‖ < 1
hg : HasSum (fun n => ‖z‖ ^ n) (1 - ‖z‖)⁻¹
hR : ‖∑' (n : ℕ), rootCoeff (n + N) * z ^ (n + N)‖ ≤ ‖z‖ ^ N * (1 - ‖z‖)⁻¹
s : ℂ := ∑' (n : ℕ), rootCoeff n * z ^ n
hs : ‖s‖ ≤ (1 - ‖z‖)⁻¹
P : ℂ := ∑ m ∈ range N, rootCoeff m * z ^ m
hP : ‖P‖ ≤ (1 - ‖z‖)⁻¹
hsplit : P + ∑' (i : ℕ), rootCoeff (i + N) * z ^ (i + N) = s
hd : ‖s - P‖ ≤ ‖z‖ ^ N * (1 - ‖z‖)⁻¹
⊢ |‖s‖ ^ 2 - ‖P‖ ^ 2| = |(‖s‖ - ‖P‖) * (‖s‖ + ‖P‖)|
```

Diagnosis. The error is in the first step of the final `calc`, which factors the difference of squares. The first rewrite, `← abs_of_nonneg`, turns the factor `‖s‖ + ‖P‖` on the right into `|‖s‖ + ‖P‖|`. Next, `← abs_mul` merges the two absolute values into one, `|(‖s‖ - ‖P‖) * (‖s‖ + ‖P‖)|`. The third rewrite then looks for `|‖s‖ + ‖P‖|` in order to remove its bars, but that term no longer stands by itself, so Lean reports that the pattern is missing.

The repair works on the left side instead. `sq_sub_sq` factors the difference of squares as `(‖s‖ + ‖P‖) * (‖s‖ - ‖P‖)`, and `abs_mul` splits the absolute value of this product in two. Now `|‖s‖ + ‖P‖|` does occur, and `abs_of_nonneg` can remove its bars because a sum of norms is nonnegative. The two sides then differ only in the order of the factors, which `mul_comm` puts right. `rw` closes the resulting identity itself, so `congr 1` and `ring` are no longer needed.

The change, after which it compiles:

```diff
@@ -101,8 +101,6 @@
     exact hR
   calc |‖s‖ ^ 2 - ‖P‖ ^ 2| = |‖s‖ - ‖P‖| * (‖s‖ + ‖P‖) := by
-        rw [← abs_of_nonneg (add_nonneg (norm_nonneg s) (norm_nonneg P)), ← abs_mul,
-          abs_of_nonneg (add_nonneg (norm_nonneg s) (norm_nonneg P))]
-        congr 1
-        ring
+        rw [sq_sub_sq, abs_mul, abs_of_nonneg (add_nonneg (norm_nonneg s) (norm_nonneg P)),
+          mul_comm]
     _ ≤ (‖z‖ ^ N * (1 - ‖z‖)⁻¹) * ((1 - ‖z‖)⁻¹ + (1 - ‖z‖)⁻¹) :=
         mul_le_mul ((abs_norm_sub_norm_le s P).trans hd) (add_le_add hs hP)
```
